# Unitarity of the propagator for a bounded, time-dependent Hermitian Hamiltonian

The theorem `IsPropagator.unitary` says that if `U` solves U′(t) = −i H(t) U(t) with U(0) = 1, and H(t) is self-adjoint at every time, then U(t)\*U(t) = 1 and U(t)U(t)\* = 1 for all real t. Here H(t) and U(t) are elements of a complex normed algebra with a compatible star operation, which covers bounded operators on a Hilbert space; ħ is 1, and the solution `U` is assumed to be given. The proof first shows that U\*U has zero derivative and so stays at 1. For the other order it shows that the defect 1 − UU\* is idempotent, so that its norm is either zero or at least one, and since the defect is continuous in time and vanishes at t = 0, it vanishes always.

The failing Lean file:

```lean
import Mathlib

open Complex

namespace Unitary

noncomputable section

variable {A : Type*} [NormedRing A] [StarRing A] [NormedStarGroup A]
  [NormedAlgebra ℂ A] [StarModule ℂ A]

/-- `U` is the propagator of the Hamiltonian `H`: `U' = -i H U` and `U(0) = 1`. -/
structure IsPropagator (H U : ℝ → A) : Prop where
  init : U 0 = 1
  deriv : ∀ t, HasDerivAt U (-(I • (H t * U t))) t

variable {H U S C : ℝ → A}

omit [StarRing A] [NormedStarGroup A] [StarModule ℂ A] in
/-- A propagator is continuous in time. -/
theorem IsPropagator.continuous (hU : IsPropagator H U) : Continuous U :=
  continuous_iff_continuousAt.2 fun t => (hU.deriv t).continuousAt

/-- For a Hermitian Hamiltonian the adjoint propagator obeys `(U*)' = i U* H`. -/
theorem IsPropagator.deriv_star (hU : IsPropagator H U) (hH : ∀ t, IsSelfAdjoint (H t))
    (t : ℝ) : HasDerivAt (fun s => star (U s)) (I • (star (U t) * H t)) t := by
  refine (hU.deriv t).star.congr_deriv ?_
  rw [star_neg, star_smul, star_mul, (hH t).star_eq]
  simp

/-- The propagator of a Hermitian Hamiltonian is unitary at all times. -/
theorem IsPropagator.unitary (hU : IsPropagator H U) (hH : ∀ t, IsSelfAdjoint (H t))
    (t : ℝ) : star (U t) * U t = 1 ∧ U t * star (U t) = 1 := by
  -- the norm is conserved: `U* U` has zero derivative
  have hd : ∀ t, HasDerivAt (fun s => star (U s) * U s) 0 t := fun t => by
    refine ((hU.deriv_star hH t).fun_mul (hU.deriv t)).congr_deriv ?_
    simp only [mul_neg, smul_mul_assoc, mul_smul_comm, mul_assoc, add_neg_cancel]
  have h1 : ∀ t, star (U t) * U t = 1 := fun t => by
    have h := is_const_of_deriv_eq_zero (fun t => (hd t).differentiableAt)
      (fun t => (hd t).deriv) t 0
    simpa [hU.init] using h
  -- the defect `1 - U U*` is idempotent, so its norm is zero or at least one
  have hq : ∀ t, ‖1 - U t * star (U t)‖ < 1 → 1 - U t * star (U t) = 0 := fun t hlt => by
    have hP : U t * star (U t) * (U t * star (U t)) = U t * star (U t) := by
      rw [mul_assoc, ← mul_assoc (star (U t)), h1, one_mul]
    have hi : (1 - U t * star (U t)) * (1 - U t * star (U t)) = 1 - U t * star (U t) := by
      rw [sub_mul, mul_sub, one_mul, mul_one, one_mul, hP]
      abel
    have hn := norm_mul_le (1 - U t * star (U t)) (1 - U t * star (U t))
    rw [hi] at hn
    by_contra hne
    have hpos := norm_pos_iff.2 hne
    nlinarith
  -- by continuity it stays zero
  have hc : Continuous fun t => 1 - U t * star (U t) :=
    continuous_const.sub (hU.continuous.mul hU.continuous.star)
  have hset : {t | 1 - U t * star (U t) = 0} = {t | ‖1 - U t * star (U t)‖ < 1} := by
    ext t
    exact ⟨fun h => by
      have h' : 1 - U t * star (U t) = 0 := h
      simp [h'], hq t⟩
  have hopen : IsOpen {t | 1 - U t * star (U t) = 0} := by
    rw [hset]
    exact isOpen_lt hc.norm continuous_const
  have huniv := IsClopen.eq_univ ⟨isClosed_eq hc continuous_const, hopen⟩
    ⟨0, by simp [hU.init]⟩
  have ht : t ∈ {t | 1 - U t * star (U t) = 0} := by
    rw [huniv]
    trivial
  exact ⟨h1 t, (sub_eq_zero.1 ht).symm⟩

end

end Unitary
```

Messages:

```
Main.lean:47:37: error: Tactic `rewrite` failed: Did not find an occurrence of the pattern
  ?a * 1
in the target expression
  1 - 1 * (U t * star (U t)) - U t * star (U t) * (1 - U t * star (U t)) = 1 - U t * star (U t)

A : Type u_1
inst✝⁴ : NormedRing A
inst✝³ : StarRing A
inst✝² : NormedStarGroup A
inst✝¹ : NormedAlgebra ℂ A
inst✝ : StarModule ℂ A
H U : ℝ → A
hU : IsPropagator H U
hH : ∀ (t : ℝ), IsSelfAdjoint (H t)
t✝ : ℝ
hd : ∀ (t : ℝ), HasDerivAt (fun s => star (U s) * U s) 0 t
h1 : ∀ (t : ℝ), star (U t) * U t = 1
t : ℝ
hlt : ‖1 - U t * star (U t)‖ < 1
hP : U t * star (U t) * (U t * star (U t)) = U t * star (U t)
⊢ 1 - 1 * (U t * star (U t)) - U t * star (U t) * (1 - U t * star (U t)) = 1 - U t * star (U t)
```

Cause. The error is in the proof of `hi`, that the defect is idempotent. Write P for `U t * star (U t)`. After `sub_mul` the left side is 1·(1 − P) − P·(1 − P), which has two products that `mul_sub` could expand. A `rw` step fixes its pattern's variables at the first match and rewrites only the instances of that, so `mul_sub` expanded 1·(1 − P) and left P·(1 − P) alone. The next step, `one_mul`, turned 1·1 into 1, and then `mul_one` found no product of the form `?a * 1`, as the message says.

The repair puts `one_mul` straight after `sub_mul`, so that 1·(1 − P) becomes 1 − P. The only product left for `mul_sub` is then P·(1 − P), which becomes P·1 − P·P. Now `mul_one` has its P·1, `hP` replaces P·P by P, and `abel` closes 1 − P − (P − P) = 1 − P. The second `one_mul` is no longer needed. The changed comment is mere tidying.

The repair, with which the file compiles:

```diff
@@ -32,5 +32,5 @@
 theorem IsPropagator.unitary (hU : IsPropagator H U) (hH : ∀ t, IsSelfAdjoint (H t))
     (t : ℝ) : star (U t) * U t = 1 ∧ U t * star (U t) = 1 := by
-  -- the norm is conserved: `U* U` has zero derivative
+  -- `U* U` has zero derivative, so it keeps its initial value `1`
   have hd : ∀ t, HasDerivAt (fun s => star (U s) * U s) 0 t := fun t => by
     refine ((hU.deriv_star hH t).fun_mul (hU.deriv t)).congr_deriv ?_
@@ -45,5 +45,5 @@
       rw [mul_assoc, ← mul_assoc (star (U t)), h1, one_mul]
     have hi : (1 - U t * star (U t)) * (1 - U t * star (U t)) = 1 - U t * star (U t) := by
-      rw [sub_mul, mul_sub, one_mul, mul_one, one_mul, hP]
+      rw [sub_mul, one_mul, mul_sub, mul_one, hP]
       abel
     have hn := norm_mul_le (1 - U t * star (U t)) (1 - U t * star (U t))
```
